# Kinetic energy about the centre of mass: translation separates, rotation and internal motion need not

## Two unit masses on a turning axis

Take two bodies of unit mass, numbered 0 and 1, at r₀ = (1, 0, 0) and r₁ = (−1, 0, 0). Let the pair move with velocity V and turn with angular velocity w = (0, 0, ω). In addition, give the bodies the internal velocities u₀ = (0, s, 0) and u₁ = (0, −s, 0). The total velocities are

v₀ = V + (0, ω + s, 0),  v₁ = V − (0, ω + s, 0).

When the squares are added, the terms linear in V cancel, because the two bodies carry them with opposite signs:

|v₀|² + |v₁|² = 2|V|² + 2ω² + 2s² + 4ωs.

The first three terms belong to translation, rotation and internal motion. The fourth does not cancel. The internal motion has angular momentum 2s about the third axis, and the fourth term is 2 · ω · 2s. Because r₀ + r₁ = 0 and u₀ + u₁ = 0, the coupling to V is gone, but the coupling between rotation and internal motion remains.

## The general formula and its reading in Lean

Let a finite family of bodies have masses mᵢ, positions rᵢ and velocities

vᵢ = V + w × rᵢ + uᵢ.

Write M = ∑ mᵢ for the total mass, T for the kinetic energy, L = ∑ mᵢ rᵢ × uᵢ for the internal angular momentum, and I = ∑ mᵢ(|rᵢ|² 1 − rᵢrᵢᵀ) for the inertia tensor. If ∑ mᵢrᵢ = 0 and ∑ mᵢuᵢ = 0, then

2T = M|V|² + w·Iw + ∑ mᵢ|uᵢ|² + 2w·L.

This is `twiceKinetic_separation`. The two conditions are its hypotheses `hr` and `hu`: positions are measured from the centre of mass, and the internal motion carries no net momentum. The last term is the Coriolis coupling.

A vector is a triple of real components, `Vec`, with all vectors referred to the same axes. Squared lengths are written as dot products `v i ⬝ᵥ v i`, which makes them Euclidean. The functions `velocity`, `twiceKinetic`, `inertia` and `angMom` stand for vᵢ, 2T, I and an angular momentum about the origin. The bodies are indexed by any finite type `ι`, and the masses are arbitrary reals. For M ≠ 0, `hr` says that the origin is the centre of mass.

The statement concerns one instant. It contains no trajectories, forces or conjugate momenta, and the splitting of vᵢ into three parts is given. For finitely many classical point masses, this is the kinetic energy from which a rotation–vibration Hamiltonian for a molecule can be built.

## Expanding the square

For each body,

|vᵢ|² = |V|² + |w × rᵢ|² + |uᵢ|² + 2V·(w × rᵢ) + 2V·uᵢ + 2(w × rᵢ)·uᵢ.

The rotational square is a quadratic form in w. From

rᵢ × (w × rᵢ) = |rᵢ|² w − (rᵢ·w) rᵢ

it follows, after multiplying by mᵢ and summing, that

Iw = ∑ mᵢ rᵢ × (w × rᵢ).

Taking the dot product with w and permuting the triple product gives

w·Iw = ∑ mᵢ |w × rᵢ|².

The same permutation gives (w × rᵢ)·uᵢ = w·(rᵢ × uᵢ), so the last term of the expansion sums to 2w·L. With R = ∑ mᵢrᵢ and U = ∑ mᵢuᵢ, the result without any condition is

2T = M|V|² + w·Iw + ∑ mᵢ|uᵢ|² + 2w·L + 2V·(w × R + U).

Setting R = 0 and U = 0 removes the final term.

## The two conditions are also necessary

Suppose that the separated formula holds for every V and w, with the rᵢ and uᵢ fixed. Then V·(w × R + U) = 0 for every V and w. Choosing w = 0 and V = U gives |U|² = 0, hence U = 0.

Number the components 0, 1, 2 and let e₀, e₁, e₂ be the unit vectors. Then

e₁·(e₂ × R) = R₀,  e₂·(e₀ × R) = R₁,  e₀·(e₁ × R) = R₂,

and all three vanish, so R = 0.

## Angular momentum and the Eckart condition

The total angular momentum about the origin is

∑ mᵢ rᵢ × vᵢ = R × V + Iw + L.

For R = 0 it is Iw + L, whether or not U vanishes.

Now write rᵢ = aᵢ + dᵢ, with a reference geometry aᵢ and displacements dᵢ. The Eckart condition used here is the one on velocities,

∑ mᵢ aᵢ × uᵢ = 0.

The reference geometry is at rest in the turning frame, and the condition restricts which part of the bodies' motion is counted as internal. Under it,

L = ∑ mᵢ aᵢ × uᵢ + ∑ mᵢ dᵢ × uᵢ = ∑ mᵢ dᵢ × uᵢ.

The coupling therefore vanishes when all displacements do. The inertia tensor is still evaluated at the actual positions aᵢ + dᵢ.

The coupling need not vanish otherwise. Take two unit masses with a₀ = u₀ = (1, 0, 0), d₀ = (0, 1, 0), and the opposite vectors for body 1. All three conditions hold, and

L = 2 (1, 1, 0) × (1, 0, 0) = (0, 0, −2).

This example does not satisfy the Eckart condition on positions, ∑ mᵢ aᵢ × dᵢ = 0, since that sum is (0, 0, 2). It is therefore not a model of a diatomic molecule in an Eckart frame. With three atoms, however, a coupling can remain even when both Eckart conditions hold: in an equilateral triangle of equal masses, let the displacements follow one component of the degenerate vibration and the internal velocities the other.

## Moving the internal angular momentum into the rotation

Let w₀ be an angular velocity vector with Iw₀ = L, and put u′ᵢ = uᵢ − w₀ × rᵢ. The velocities are unchanged:

vᵢ = V + (w + w₀) × rᵢ + u′ᵢ.

If R = 0 and U = 0, the new internal velocities satisfy

∑ mᵢu′ᵢ = U − w₀ × R = 0,

∑ mᵢ rᵢ × u′ᵢ = L − Iw₀ = 0.

The separated formula then has no coupling term:

2T = M|V|² + (w + w₀)·I(w + w₀) + ∑ mᵢ|u′ᵢ|².

In the opening example one can take w₀ = (0, 0, s), which gives u′ᵢ = 0: the supposed internal motion was a rotation. Overall rotation can be removed from the simulation velocities of an isolated cluster of classical point masses in the same way. There one sets w = 0, takes for uᵢ the full velocities relative to the centre of mass, and subtracts w₀ × rᵢ from them. The theorem takes w₀ as given.

## The parallel-axis theorem from the same formula

Let R = 0, shift every position by a fixed vector c, and let I_c be the inertia tensor of the positions rᵢ + c. Since w × (rᵢ + c) = w × c + w × rᵢ, rigid rotation of the shifted bodies is the case V = w × c, uᵢ = 0 of the separated formula, which gives

w·I_c w = w·Iw + M|w × c|².

This corollary is derived here by hand and has no theorem of its own in the file.

## The complete Lean file

```lean
import Mathlib

open Matrix

namespace RotatingFrameKineticEnergy

noncomputable section

/-- Vectors of three-dimensional space, given by Cartesian components. -/
abbrev Vec := Fin 3 → ℝ

variable {ι : Type*} [Fintype ι]

/-- Velocity of body `i`: translation `V`, rotation with angular velocity `w`, and internal
velocity `u i`. -/
def velocity (V w : Vec) (r u : ι → Vec) (i : ι) : Vec := V + w ⨯₃ r i + u i

/-- Twice the kinetic energy of bodies with masses `m` and velocities `v`. -/
def twiceKinetic (m : ι → ℝ) (v : ι → Vec) : ℝ := ∑ i, m i * (v i ⬝ᵥ v i)

/-- The inertia tensor of masses `m` at positions `r`, taken about the origin. -/
def inertia (m : ι → ℝ) (r : ι → Vec) : Matrix (Fin 3) (Fin 3) ℝ :=
  ∑ i, m i • ((r i ⬝ᵥ r i) • (1 : Matrix (Fin 3) (Fin 3) ℝ) - vecMulVec (r i) (r i))

/-- The angular momentum about the origin of masses `m` at `r` with velocities `u`. -/
def angMom (m : ι → ℝ) (r u : ι → Vec) : Vec := ∑ i, m i • (r i ⨯₃ u i)

/-- The dot product of `a` with a mass-weighted sum of vectors is the mass-weighted sum of the dot
products. -/
theorem dot_sum (a : Vec) (m : ι → ℝ) (f : ι → Vec) :
    a ⬝ᵥ (∑ i, m i • f i) = ∑ i, m i * (a ⬝ᵥ f i) := by
  simp only [dotProduct, Finset.sum_apply, Pi.smul_apply, smul_eq_mul, Finset.mul_sum]
  rw [Finset.sum_comm]
  refine Finset.sum_congr rfl fun i _ => Finset.sum_congr rfl fun k _ => ?_
  ring

/-- The inertia tensor applied to `w` is the angular momentum of the rigid rotation with
angular velocity `w`. -/
theorem inertia_mulVec (m : ι → ℝ) (r : ι → Vec) (w : Vec) :
    inertia m r *ᵥ w = ∑ i, m i • (r i ⨯₃ (w ⨯₃ r i)) := by
  ext k
  simp only [inertia, Matrix.mulVec, dotProduct, Matrix.sum_apply, Finset.sum_apply,
    Finset.sum_mul]
  rw [Finset.sum_comm]
  refine Finset.sum_congr rfl fun i _ => ?_
  fin_cases k <;>
    simp [vecMulVec_apply, cross_apply, Fin.sum_univ_three, Matrix.one_apply] <;> ring

/-- The quadratic form of the inertia tensor is twice the kinetic energy of rigid rotation. -/
theorem dot_inertia (m : ι → ℝ) (r : ι → Vec) (w : Vec) :
    w ⬝ᵥ (inertia m r *ᵥ w) = twiceKinetic m (fun i => w ⨯₃ r i) := by
  rw [inertia_mulVec, dot_sum]
  refine Finset.sum_congr rfl fun i _ => ?_
  have h : w ⬝ᵥ (r i ⨯₃ (w ⨯₃ r i)) = (w ⨯₃ r i) ⬝ᵥ (w ⨯₃ r i) := by
    simp [cross_apply, dotProduct, Fin.sum_univ_three]
    ring
  rw [h]

/-- Twice the kinetic energy for an arbitrary origin and arbitrary internal velocities; the last
term couples the translation to the rotation and to the internal motion. -/
theorem twiceKinetic_general (m : ι → ℝ) (V w : Vec) (r u : ι → Vec) :
    twiceKinetic m (velocity V w r u) =
      (∑ i, m i) * (V ⬝ᵥ V) + w ⬝ᵥ (inertia m r *ᵥ w) + twiceKinetic m u
        + 2 * (w ⬝ᵥ angMom m r u)
        + 2 * (V ⬝ᵥ (w ⨯₃ (∑ i, m i • r i) + ∑ i, m i • u i)) := by
  have hx : w ⨯₃ (∑ i, m i • r i) = ∑ i, m i • (w ⨯₃ r i) := by
    simp only [map_sum, map_smul]
  rw [dot_inertia, dotProduct_add, hx]
  -- gather everything into one sum and compare body by body
  simp only [angMom, twiceKinetic, dot_sum, Finset.sum_mul, Finset.mul_sum,
    ← Finset.sum_add_distrib]
  refine Finset.sum_congr rfl fun i _ => ?_
  -- take components before evaluating the cross products
  simp only [velocity, cross_apply, dotProduct, Fin.sum_univ_three, Pi.add_apply]
  simp
  ring

/-- With positions measured from the centre of mass and no net internal momentum, twice the
kinetic energy is the sum of translational, rotational and internal parts and the Coriolis
coupling of `w` to the internal angular momentum. -/
theorem twiceKinetic_separation (m : ι → ℝ) (V w : Vec) (r u : ι → Vec)
    (hr : ∑ i, m i • r i = 0) (hu : ∑ i, m i • u i = 0) :
    twiceKinetic m (velocity V w r u) =
      (∑ i, m i) * (V ⬝ᵥ V) + w ⬝ᵥ (inertia m r *ᵥ w) + twiceKinetic m u
        + 2 * (w ⬝ᵥ angMom m r u) := by
  rw [twiceKinetic_general, hr, hu]
  simp only [map_zero, add_zero, dotProduct_zero, mul_zero]

/-- The separated form holds for all translational and angular velocities exactly when both
centre-of-mass conditions hold. -/
theorem separation_iff (m : ι → ℝ) (r u : ι → Vec) :
    (∀ V w : Vec, twiceKinetic m (velocity V w r u) =
      (∑ i, m i) * (V ⬝ᵥ V) + w ⬝ᵥ (inertia m r *ᵥ w) + twiceKinetic m u
        + 2 * (w ⬝ᵥ angMom m r u)) ↔
      (∑ i, m i • r i = 0) ∧ (∑ i, m i • u i = 0) := by
  refine ⟨fun h => ?_, fun h V w => twiceKinetic_separation m V w r u h.1 h.2⟩
  have key : ∀ V w : Vec, V ⬝ᵥ (w ⨯₃ (∑ i, m i • r i) + ∑ i, m i • u i) = 0 := by
    intro V w
    have h1 := h V w
    rw [twiceKinetic_general] at h1
    linarith
  clear h
  generalize (∑ i, m i • r i) = R at key ⊢
  generalize (∑ i, m i • u i) = U at key ⊢
  -- no rotation, translation along the internal momentum
  have hU : U = 0 := by simpa using key U 0
  subst hU
  refine ⟨?_, rfl⟩
  -- unit translations and rotations read off the components of `R`
  have h0 := key ![0, 1, 0] ![0, 0, 1]
  have h1 := key ![0, 0, 1] ![1, 0, 0]
  have h2 := key ![1, 0, 0] ![0, 1, 0]
  simp [cross_apply, dotProduct, Fin.sum_univ_three] at h0 h1 h2
  ext k
  fin_cases k
  · exact h0
  · exact h1
  · exact h2

/-- With positions measured from the centre of mass, the angular momentum is that of the rigid
rotation plus that of the internal motion. -/
theorem angMom_velocity (m : ι → ℝ) (V w : Vec) (r u : ι → Vec)
    (hr : ∑ i, m i • r i = 0) :
    angMom m r (velocity V w r u) = inertia m r *ᵥ w + angMom m r u := by
  have h0 : ∑ i, m i • (r i ⨯₃ V) = (∑ i, m i • r i) ⨯₃ V := by
    simp only [map_sum, map_smul, LinearMap.sum_apply, LinearMap.smul_apply]
  rw [inertia_mulVec]
  simp only [angMom, velocity, map_add, smul_add, Finset.sum_add_distrib, h0, hr, map_zero,
    LinearMap.zero_apply, zero_add]

/-- Under both centre-of-mass conditions and the Eckart condition on the internal velocities for the
reference geometry `a`, the separated formula holds with the displacements `d` in place of the full
positions in the Coriolis coupling. -/
theorem twiceKinetic_eckart (m : ι → ℝ) (V w : Vec) (a d u : ι → Vec)
    (hr : ∑ i, m i • (a i + d i) = 0) (hu : ∑ i, m i • u i = 0) (hE : angMom m a u = 0) :
    twiceKinetic m (velocity V w (fun i => a i + d i) u) =
      (∑ i, m i) * (V ⬝ᵥ V) + w ⬝ᵥ (inertia m (fun i => a i + d i) *ᵥ w)
        + twiceKinetic m u + 2 * (w ⬝ᵥ angMom m d u) := by
  have h : angMom m (fun i => a i + d i) u = angMom m d u := by
    unfold angMom at hE ⊢
    simp only [map_add, LinearMap.add_apply, smul_add, Finset.sum_add_distrib]
    rw [hE, zero_add]
  rw [twiceKinetic_separation m V w _ u hr hu, h]

/-- Under both centre-of-mass conditions, if rigid rotation with angular velocity `w₀` has the same
angular momentum as the internal motion, moving `w₀` from the internal motion into the rotation
gives a separated formula without Coriolis coupling. -/
theorem twiceKinetic_decoupled (m : ι → ℝ) (V w w₀ : Vec) (r u : ι → Vec)
    (hr : ∑ i, m i • r i = 0) (hu : ∑ i, m i • u i = 0)
    (h₀ : inertia m r *ᵥ w₀ = angMom m r u) :
    twiceKinetic m (velocity V w r u) =
      (∑ i, m i) * (V ⬝ᵥ V) + (w + w₀) ⬝ᵥ (inertia m r *ᵥ (w + w₀))
        + twiceKinetic m (fun i => u i - w₀ ⨯₃ r i) := by
  -- the same velocities, divided differently
  have hv : velocity V w r u = velocity V (w + w₀) r (fun i => u i - w₀ ⨯₃ r i) := by
    funext i
    simp only [velocity, map_add, LinearMap.add_apply]
    abel
  have hc : ∑ i, m i • (w₀ ⨯₃ r i) = 0 := by
    have h := congrArg (crossProduct w₀) hr
    simpa only [map_sum, map_smul, map_zero] using h
  have hu' : ∑ i, m i • (u i - w₀ ⨯₃ r i) = 0 := by
    simp only [smul_sub, Finset.sum_sub_distrib, hu, hc, sub_zero]
  have hL : angMom m r (fun i => u i - w₀ ⨯₃ r i) = 0 := by
    have h := inertia_mulVec m r w₀
    rw [h₀] at h
    simp only [angMom, map_sub, smul_sub, Finset.sum_sub_distrib]
    rw [← h]
    exact sub_self _
  rw [hv, twiceKinetic_separation m V (w + w₀) r _ hr hu', hL]
  simp only [dotProduct_zero, mul_zero, add_zero]

/-- Two opposite unit vectors along the first axis. -/
def axisPair : Fin 2 → Vec := ![![1, 0, 0], ![-1, 0, 0]]

/-- Two opposite unit vectors along the second axis. -/
def sidePair : Fin 2 → Vec := ![![0, 1, 0], ![0, -1, 0]]

/-- Two unit masses with reference geometry and internal velocities `axisPair` and displacements
`sidePair` meet both centre-of-mass conditions and the Eckart condition on velocities, and their
internal angular momentum is `(0, 0, -2)`. -/
theorem eckart_witness :
    (∑ i, (1 : ℝ) • (axisPair i + sidePair i) = 0) ∧ (∑ i, (1 : ℝ) • axisPair i = 0) ∧
      angMom (fun _ => 1) axisPair axisPair = 0 ∧
      angMom (fun _ => 1) (fun i => axisPair i + sidePair i) axisPair = ![0, 0, -2] := by
  refine ⟨?_, ?_, ?_, ?_⟩ <;> ext k <;> fin_cases k <;>
    norm_num [angMom, axisPair, sidePair, cross_apply, Fin.sum_univ_two] <;>
    (change (0 : ℝ) + -0 = 0; norm_num)

end

end RotatingFrameKineticEnergy
```

```lean
#print axioms RotatingFrameKineticEnergy.twiceKinetic_separation
#print axioms RotatingFrameKineticEnergy.separation_iff
#print axioms RotatingFrameKineticEnergy.twiceKinetic_eckart
#print axioms RotatingFrameKineticEnergy.twiceKinetic_decoupled
```

```
'RotatingFrameKineticEnergy.twiceKinetic_separation' depends on axioms: [propext, Classical.choice, Quot.sound]
'RotatingFrameKineticEnergy.separation_iff' depends on axioms: [propext, Classical.choice, Quot.sound]
'RotatingFrameKineticEnergy.twiceKinetic_eckart' depends on axioms: [propext, Classical.choice, Quot.sound]
'RotatingFrameKineticEnergy.twiceKinetic_decoupled' depends on axioms: [propext, Classical.choice, Quot.sound]
```

## How the proof follows the derivation

**Inertia.** `dot_sum` moves a dot product inside a mass-weighted sum by exchanging the sum over components with the sum over bodies. `inertia_mulVec` proves Iw = ∑ mᵢ rᵢ × (w × rᵢ). It fixes a component `k`, compares the two sides body by body, and lets `ring` check the double cross product for each of the three values of `k`. `dot_inertia` then takes the dot product with w; its local fact `h` is the permuted triple product.

**Expansion.** `twiceKinetic_general` is the formula with R and U still present. The step `hx` uses linearity to write w × R as a sum over bodies. All terms are then collected under one sum, and `Finset.sum_congr` reduces the claim to a single body. There the vectors are written in components and `ring` verifies the polynomial identity, which covers the expansion of the square and the triple product together. `twiceKinetic_separation` substitutes `hr` and `hu`, after which the last term is zero.

**Converse.** In `separation_iff`, `key` is the statement V·(w × R + U) = 0, obtained by `linarith` from comparing the assumed formula with the general one. The sums are then replaced by plain vectors `R` and `U`. The instance `key U 0` gives U = 0, and `h0`, `h1`, `h2` are the three choices of unit vectors that give R₀, R₁ and R₂.

**Angular momentum.** `angMom_velocity` expands the cross product by linearity. Its fact `h0` collects the translational part into R × V, which `hr` makes zero. In `twiceKinetic_eckart`, the fact `h` splits the internal angular momentum into reference and displacement parts, and `hE` removes the first. `eckart_witness` checks the two-body example component by component, with `axisPair` serving as both aᵢ and uᵢ and `sidePair` as dᵢ.

**Decoupling.** `twiceKinetic_decoupled` has the structure of the argument by hand. `hv` says that the velocities are the same after the shift, `hc` that w₀ × rᵢ carries no net momentum, `hu'` that the new internal velocities carry none either, and `hL` that their angular momentum is zero. The separation theorem is then applied with w + w₀ in place of w.
